# Midgap maximum of the decay constant and the uniform-field Zener exponent in the Kane two-band model

In the Kane two-band model with gap $E_g>0$ and interband coupling $P>0$, taken without the free-electron kinetic term, an electron in the gap at an energy $E$ above the valence-band edge, $0\le E\le E_g$, has the decay constant

$$\kappa(E)=\frac{\sqrt{E(E_g-E)}}{P}.$$

It is at most $E_g/(2P)$, a value reached only at midgap, and its integral over the gap is $\pi E_g^2/(8P)$. In a uniform force $F>0$, the semiclassical Zener exponent, defined as twice the integral of $\kappa$ along the tunnelling path, is therefore $\pi E_g^2/(4PF)$.

Exponents of this kind enter estimates of interband tunnelling in semiconductor junctions, here for one dimension, two bands and no scattering.

```lean
import Mathlib

open Real Set

namespace KaneZener

noncomputable section
```

## Two bands and a complex wave number

The model is fixed by two positive numbers, an energy $E_g$ and a coupling $P$ with the dimension of energy times length. In Lean they are real numbers, so the units are left to the reader.

```lean
/-- Parameters of the Kane two-band model: a positive band gap `Eg` and a positive interband
coupling `P` (energy times length). -/
structure KaneModel where
  Eg : ℝ
  P : ℝ
  Eg_pos : 0 < Eg
  P_pos : 0 < P
```

With energies measured from the valence-band edge, the Hamiltonian is

$$H(k)=\begin{pmatrix}E_g & Pk\\ Pk & 0\end{pmatrix}.$$

For real $k$ it is Hermitian and gives the bands $E=E_g/2\pm\sqrt{E_g^2/4+P^2k^2}$, which leave the gap empty. States in the gap need a complex $k$, so `hamiltonian` takes a complex argument. The free-electron kinetic term, remote bands, spin and transverse momentum are left out.

```lean
variable (M : KaneModel)

/-- The two-band Hamiltonian `[[Eg, P k], [P k, 0]]`, continued to a complex wave number `k`;
energies are measured from the valence-band edge. -/
def hamiltonian (k : ℂ) : Matrix (Fin 2) (Fin 2) ℂ :=
  !![(M.Eg : ℂ), (M.P : ℂ) * k; (M.P : ℂ) * k, 0]
```

The decay constant is defined by its formula; its link to $H(k)$ is proved below.

```lean
/-- The decay constant `κ(E) = √(E (Eg - E)) / P` for an energy `E` in the gap. -/
def kappa (E : ℝ) : ℝ := √(E * (M.Eg - E)) / M.P
```

In a slowly varying potential, let $\varepsilon(x)$ be the electron's energy above the local valence-band edge. The amplitude decays locally at the rate $\kappa(\varepsilon(x))$, and squaring it gives a tunnelling probability of order $e^{-Z}$ with

$$Z=2\int_a^b\kappa(\varepsilon(x))\,dx.$$

Here $a$ and $b$ are the turning points, where $\varepsilon$ meets the two band edges. This semiclassical picture motivates the definition of `zenerExponent`. The theorems evaluate $Z$; they neither derive the tunnelling probability nor fix its prefactor.

```lean
/-- The Zener exponent `2 ∫ κ(ε(x)) dx` between the points `a` and `b`, where `ε(x)` is the
energy of the electron above the local valence-band edge. -/
def zenerExponent (ε : ℝ → ℝ) (a b : ℝ) : ℝ := 2 * ∫ x in a..b, kappa M (ε x)
```

## The decay constant traces a semicircle

In the gap $E(E_g-E)\ge 0$, so squaring the root gives $(P\kappa)^2=E(E_g-E)$. Completing the square,

$$(P\kappa)^2+\left(E-\tfrac{E_g}{2}\right)^2=\left(\tfrac{E_g}{2}\right)^2.$$

The hypothesis `E ∈ Icc 0 M.Eg` says that $E$ lies in the closed gap. It supplies the sign needed by `Real.sq_sqrt`, and `ring` completes the square.

```lean
/-- In the gap the point `(E, P κ(E))` lies on the circle of radius `Eg/2` centred at
`(Eg/2, 0)`. -/
theorem kappa_semicircle {E : ℝ} (hE : E ∈ Icc 0 M.Eg) :
    (M.P * kappa M E) ^ 2 + (E - M.Eg / 2) ^ 2 = (M.Eg / 2) ^ 2 := by
  have hP := M.P_pos.ne'
  have h1 : M.P * kappa M E = √(E * (M.Eg - E)) := by
    unfold kappa
    rw [mul_div_assoc', mul_div_cancel_left₀ _ hP]
  have h2 : 0 ≤ E * (M.Eg - E) := mul_nonneg hE.1 (sub_nonneg.mpr hE.2)
  rw [h1, Real.sq_sqrt h2]
  ring
```

The secular determinant is

$$\det(H(k)-E)=(E_g-E)(-E)-P^2k^2=-P^2(k^2+\kappa^2)=-P^2(k-i\kappa)(k+i\kappa).$$

Since $P\ne0$, it vanishes exactly at $k=\pm i\kappa(E)$. A wave $e^{ikx}$ then becomes $e^{\mp\kappa x}$, which makes $\kappa$ the decay constant. At the band edges $\kappa=0$ and the two roots merge.

The proof follows this order: `hdet` expands the determinant, `hfac` factors it using $i^2=-1$, and the remaining cases set each factor to zero.

```lean
/-- For an energy in the gap, the secular determinant `det (H(k) - E)` vanishes exactly at the
wave numbers `k = i κ(E)` and `k = -i κ(E)`. -/
theorem secular_iff {E : ℝ} (hE : E ∈ Icc 0 M.Eg) (k : ℂ) :
    (hamiltonian M k - (E : ℂ) • (1 : Matrix (Fin 2) (Fin 2) ℂ)).det = 0 ↔
      k = Complex.I * (kappa M E : ℂ) ∨ k = -(Complex.I * (kappa M E : ℂ)) := by
  have hdet : (hamiltonian M k - (E : ℂ) • (1 : Matrix (Fin 2) (Fin 2) ℂ)).det
      = (E : ℂ) * E - (M.Eg : ℂ) * E - (M.P : ℂ) ^ 2 * k ^ 2 := by
    rw [Matrix.det_fin_two]
    simp [hamiltonian]
    ring
  have hκ : (M.P * kappa M E) ^ 2 = E * (M.Eg - E) := by
    linear_combination kappa_semicircle M hE
  have hc : ((M.P : ℂ) * (kappa M E : ℂ)) ^ 2 = (E : ℂ) * ((M.Eg : ℂ) - E) := by
    exact_mod_cast hκ
  -- the determinant factors as `-P² (k - iκ)(k + iκ)`
  have hfac : (E : ℂ) * E - (M.Eg : ℂ) * E - (M.P : ℂ) ^ 2 * k ^ 2
      = -((M.P : ℂ) ^ 2) * ((k - Complex.I * (kappa M E : ℂ))
          * (k + Complex.I * (kappa M E : ℂ))) := by
    linear_combination hc - (M.P : ℂ) ^ 2 * (kappa M E : ℂ) ^ 2 * Complex.I_sq
  have hP0 : (M.P : ℂ) ≠ 0 := by exact_mod_cast M.P_pos.ne'
  have hP : -((M.P : ℂ) ^ 2) ≠ 0 := neg_ne_zero.mpr (pow_ne_zero 2 hP0)
  rw [hdet, hfac]
  constructor
  · intro h
    rcases mul_eq_zero.mp h with h | h
    · exact absurd h hP
    · rcases mul_eq_zero.mp h with h | h
      · left
        linear_combination h
      · right
        linear_combination h
  · rintro (h | h) <;> rw [h] <;> ring
```

## The maximum lies at midgap

At $E=E_g/2$ the radicand is $(E_g/2)^2$, whose root is $E_g/2$ because $E_g>0$. Hence $\kappa(E_g/2)=E_g/(2P)$.

```lean
/-- At midgap the decay constant equals `Eg / (2 P)`. -/
theorem kappa_midgap : kappa M (M.Eg / 2) = M.Eg / (2 * M.P) := by
  have hE := M.Eg_pos
  have h0 : 0 ≤ M.Eg / 2 := by linarith
  have h : M.Eg / 2 * (M.Eg - M.Eg / 2) = (M.Eg / 2) ^ 2 := by ring
  unfold kappa
  rw [h, Real.sqrt_sq h0]
  ring
```

For any energy in the gap, the circle gives

$$(P\kappa)^2=\left(\tfrac{E_g}{2}\right)^2-\left(E-\tfrac{E_g}{2}\right)^2\le\left(\tfrac{E_g}{2}\right)^2,$$

so $\kappa\le E_g/(2P)$. Equality forces $(E-E_g/2)^2=0$, that is, $E=E_g/2$; the converse is the midgap value just found. Lean proves the inequality by contradiction: if $P\kappa$ exceeded $E_g/2$, the point would lie outside the circle, which `nlinarith` refutes.

```lean
/-- In the gap `κ(E) ≤ Eg / (2 P)`, with equality if and only if `E` is at midgap. -/
theorem kappa_le_max {E : ℝ} (hE : E ∈ Icc 0 M.Eg) :
    kappa M E ≤ M.Eg / (2 * M.P) ∧ (kappa M E = M.Eg / (2 * M.P) ↔ E = M.Eg / 2) := by
  have hg := M.Eg_pos
  have hP := M.P_pos
  have hP' := hP.ne'
  have hs := kappa_semicircle M hE
  refine ⟨?_, ?_, ?_⟩
  · -- a point of the circle is no higher than the radius
    have h1 : M.P * kappa M E ≤ M.Eg / 2 := by
      by_contra hc
      have hc' := not_le.mp hc
      nlinarith [sq_nonneg (E - M.Eg / 2), mul_pos (sub_pos.mpr hc') hg,
        sq_nonneg (M.P * kappa M E - M.Eg / 2)]
    have h2P : 0 < 2 * M.P := by linarith
    rw [le_div_iff₀ h2P]
    linarith
  · intro h
    have h1 : M.P * kappa M E = M.Eg / 2 := by
      rw [h]
      field_simp
    rw [h1] at hs
    have h2 : (E - M.Eg / 2) ^ 2 = 0 := by linarith
    have h3 : E - M.Eg / 2 = 0 := (pow_eq_zero_iff two_ne_zero).mp h2
    linarith
  · intro h
    rw [h]
    exact kappa_midgap M
```

## The area over the gap

The Mathlib change-of-variables lemma used later asks for $\kappa$ to be continuous on the whole real line. Lean's real square root is zero for negative arguments, so $\kappa$ continues as zero outside the gap and is continuous everywhere.

```lean
/-- The decay constant is a continuous function of the energy. -/
theorem continuous_kappa : Continuous (kappa M) := by
  show Continuous fun E => √(E * (M.Eg - E)) / M.P
  fun_prop
```

Substitute $E=\tfrac{E_g}{2}(x+1)$ with dimensionless $x\in[-1,1]$. Then $E(E_g-E)=(E_g/2)^2(1-x^2)$ and $dE=\tfrac{E_g}{2}dx$, so

$$\int_0^{E_g}\kappa\,dE=\frac{E_g}{2}\cdot\frac{E_g}{2P}\int_{-1}^{1}\sqrt{1-x^2}\,dx=\frac{E_g^2}{4P}\cdot\frac{\pi}{2}=\frac{\pi E_g^2}{8P}.$$

In the code `hpt` rewrites the integrand, `integral_comp_mul_add` performs the linear substitution, and `integral_sqrt_one_sub_sq` supplies the area $\pi/2$ of the unit half disc.

```lean
/-- The integral of the decay constant over the gap is `π Eg² / (8 P)`. -/
theorem integral_kappa :
    ∫ E in (0 : ℝ)..M.Eg, kappa M E = π * M.Eg ^ 2 / (8 * M.P) := by
  have hE := M.Eg_pos
  have hpos : 0 < M.Eg / 2 := by linarith
  have hc : M.Eg / 2 ≠ 0 := hpos.ne'
  -- with `E = (Eg/2)(x + 1)` the integrand is a multiple of the unit semicircle
  have hpt : ∀ x : ℝ, kappa M (M.Eg / 2 * x + M.Eg / 2)
      = M.Eg / (2 * M.P) * √(1 - x ^ 2) := by
    intro x
    have h : (M.Eg / 2 * x + M.Eg / 2) * (M.Eg - (M.Eg / 2 * x + M.Eg / 2))
        = (M.Eg / 2) ^ 2 * (1 - x ^ 2) := by ring
    unfold kappa
    rw [h, Real.sqrt_mul (sq_nonneg _), Real.sqrt_sq hpos.le]
    ring
  have h : (∫ x in (-1 : ℝ)..1, kappa M (M.Eg / 2 * x + M.Eg / 2))
      = (M.Eg / 2)⁻¹ • ∫ x in (M.Eg / 2 * (-1) + M.Eg / 2)..(M.Eg / 2 * 1 + M.Eg / 2),
          kappa M x :=
    intervalIntegral.integral_comp_mul_add (kappa M) hc (M.Eg / 2)
  have h2 : (∫ x in (-1 : ℝ)..1, kappa M (M.Eg / 2 * x + M.Eg / 2))
      = M.Eg / (2 * M.P) * (π / 2) := by
    simp only [hpt]
    rw [intervalIntegral.integral_const_mul, integral_sqrt_one_sub_sq]
  have e1 : M.Eg / 2 * (-1) + M.Eg / 2 = 0 := by ring
  have e2 : M.Eg / 2 * 1 + M.Eg / 2 = M.Eg := by ring
  rw [h2, e1, e2, smul_eq_mul] at h
  calc (∫ E in (0 : ℝ)..M.Eg, kappa M E)
      = M.Eg / 2 * ((M.Eg / 2)⁻¹ * ∫ E in (0 : ℝ)..M.Eg, kappa M E) :=
        (mul_inv_cancel_left₀ hc _).symm
    _ = M.Eg / 2 * (M.Eg / (2 * M.P) * (π / 2)) := by rw [← h]
    _ = π * M.Eg ^ 2 / (8 * M.P) := by ring
```

## From energy to position

Let $\varepsilon$ run from $0$ at $a$ to $E_g$ at $b$ with continuous slope $F(x)=\varepsilon'(x)$, where $0<F_{\min}\le F(x)\le F_{\max}$. Changing variables from position to energy,

$$\int_a^b\kappa(\varepsilon(x))F(x)\,dx=\int_0^{E_g}\kappa(E)\,dE=\frac{\pi E_g^2}{8P}.$$

Because $\kappa\ge0$, replacing $F(x)$ by its bounds gives

$$F_{\min}\frac{Z}{2}\le\frac{\pi E_g^2}{8P}\le F_{\max}\frac{Z}{2},$$

and therefore

$$\frac{\pi E_g^2}{4PF_{\max}}\le Z\le\frac{\pi E_g^2}{4PF_{\min}}.$$

The argument turns on Mathlib's `intervalIntegral.integral_comp_mul_deriv`. It asks for a derivative of the inner function $\varepsilon$, continuity of that derivative, and mere continuity of the outer function $\kappa$. This suits the problem: $\kappa$ has infinite slope at both band edges, exactly where the tunnelling path begins and ends, yet no derivative of $\kappa$ is required. The lemma does not ask for $\varepsilon$ to be monotone either; the positive slope is used only for the bounds.

In the proof, `hsub` is the change of variables, and `h1` and `h2` are the two comparisons of integrals. The hypothesis `HasDerivAt` is two-sided even at $a$ and $b$, so at each turning point the profile must have the same slope from outside the path as from inside.

```lean
/-- If the local energy `ε` rises from `0` at `a` to `Eg` at `b` with a continuous slope `F(x)`
between `Fmin > 0` and `Fmax`, the Zener exponent lies between `π Eg² / (4 P Fmax)` and
`π Eg² / (4 P Fmin)`. -/
theorem zenerExponent_bounds (ε F : ℝ → ℝ) (a b Fmin Fmax : ℝ) (hab : a ≤ b)
    (hε : ∀ x ∈ Icc a b, HasDerivAt ε (F x) x) (hF : ContinuousOn F (Icc a b))
    (ha : ε a = 0) (hb : ε b = M.Eg) (hmin : 0 < Fmin)
    (hlo : ∀ x ∈ Icc a b, Fmin ≤ F x) (hhi : ∀ x ∈ Icc a b, F x ≤ Fmax) :
    π * M.Eg ^ 2 / (4 * M.P * Fmax) ≤ zenerExponent M ε a b ∧
      zenerExponent M ε a b ≤ π * M.Eg ^ 2 / (4 * M.P * Fmin) := by
  have hP := M.P_pos
  have hain : a ∈ Icc a b := ⟨le_rfl, hab⟩
  have hmax : 0 < Fmax := lt_of_lt_of_le hmin ((hlo a hain).trans (hhi a hain))
  have hu : uIcc a b = Icc a b := Set.uIcc_of_le hab
  -- change of variables from position to energy
  have hsub : (∫ x in a..b, (kappa M ∘ ε) x * F x) = ∫ E in ε a..ε b, kappa M E :=
    intervalIntegral.integral_comp_mul_deriv (by rw [hu]; exact hε) (by rw [hu]; exact hF)
      (continuous_kappa M)
  rw [ha, hb, integral_kappa] at hsub
  have hsub' : (∫ x in a..b, kappa M (ε x) * F x) = π * M.Eg ^ 2 / (8 * M.P) := hsub
  have hεc : ContinuousOn ε (Icc a b) :=
    fun x hx => (hε x hx).continuousAt.continuousWithinAt
  have hκc : ContinuousOn (fun x => kappa M (ε x)) (Icc a b) :=
    (continuous_kappa M).comp_continuousOn hεc
  have hκ0 : ∀ E, 0 ≤ kappa M E := fun E => div_nonneg (Real.sqrt_nonneg _) hP.le
  have iF : IntervalIntegrable (fun x => kappa M (ε x) * F x) MeasureTheory.volume a b := by
    apply ContinuousOn.intervalIntegrable
    rw [hu]
    exact hκc.mul hF
  have ic : ∀ c : ℝ,
      IntervalIntegrable (fun x => kappa M (ε x) * c) MeasureTheory.volume a b := by
    intro c
    apply ContinuousOn.intervalIntegrable
    rw [hu]
    exact hκc.mul continuousOn_const
  -- bound the slope under the integral
  have h1 : (∫ x in a..b, kappa M (ε x) * Fmin) ≤ ∫ x in a..b, kappa M (ε x) * F x :=
    intervalIntegral.integral_mono_on hab (ic Fmin) iF
      (fun x hx => mul_le_mul_of_nonneg_left (hlo x hx) (hκ0 _))
  have h2 : (∫ x in a..b, kappa M (ε x) * F x) ≤ ∫ x in a..b, kappa M (ε x) * Fmax :=
    intervalIntegral.integral_mono_on hab iF (ic Fmax)
      (fun x hx => mul_le_mul_of_nonneg_left (hhi x hx) (hκ0 _))
  have h8 : 0 < 8 * M.P := by linarith
  have h4 : 0 < 4 * M.P := by linarith
  rw [hsub', intervalIntegral.integral_mul_const, le_div_iff₀ h8] at h1
  rw [hsub', intervalIntegral.integral_mul_const, div_le_iff₀ h8] at h2
  unfold zenerExponent
  constructor
  · rw [div_le_iff₀ (mul_pos h4 hmax)]
    nlinarith [h2]
  · rw [le_div_iff₀ (mul_pos h4 hmin)]
    nlinarith [h1]
```

In a uniform force, $\varepsilon(x)=F(x-x_0)$ reaches $0$ at $x_0$ and $E_g$ at $x_0+E_g/F$. Taking $F_{\min}=F_{\max}=F$ makes the two bounds coincide, so

$$Z=\frac{\pi E_g^2}{4PF}.$$

Here $F$ is a force, the elementary charge times the electric field strength.

```lean
/-- In a uniform force `F > 0`, with `ε(x) = F (x - x₀)` and turning points `x₀` and
`x₀ + Eg/F`, the Zener exponent is `π Eg² / (4 P F)`. -/
theorem zenerExponent_uniform (F x₀ : ℝ) (hF : 0 < F) :
    zenerExponent M (fun x => F * (x - x₀)) x₀ (x₀ + M.Eg / F)
      = π * M.Eg ^ 2 / (4 * M.P * F) := by
  have hF' := hF.ne'
  have hw : 0 < M.Eg / F := div_pos M.Eg_pos hF
  have hab : x₀ ≤ x₀ + M.Eg / F := by linarith
  have hd : ∀ x : ℝ, HasDerivAt (fun x => F * (x - x₀)) F x := fun x =>
    (((hasDerivAt_id' x).sub_const x₀).const_mul F).congr_deriv (mul_one F)
  have ha : F * (x₀ - x₀) = 0 := by ring
  have hb : F * (x₀ + M.Eg / F - x₀) = M.Eg := by
    rw [add_sub_cancel_left, mul_div_assoc', mul_div_cancel_left₀ _ hF']
  have h := zenerExponent_bounds M (fun x => F * (x - x₀)) (fun _ => F) x₀ (x₀ + M.Eg / F) F F
    hab (fun x _ => hd x) continuousOn_const ha hb hF (fun _ _ => le_rfl) (fun _ _ => le_rfl)
  exact le_antisymm h.2 h.1
```

## The exponent in terms of the reduced mass

Near the conduction-band edge the bands above give $E\approx E_g+P^2k^2/E_g$, and the valence band curves equally in the opposite sense. Both carriers thus have an effective mass $m^*$ with $P^2/E_g=\hbar^2/(2m^*)$, and their reduced mass is $m_r=m^*/2$. This is the physics behind the hypothesis `hPm`, which the theorem assumes:

$$\frac{P^2}{E_g}=\frac{\hbar^2}{2\cdot 2m_r}.$$

It gives $4P^2m_r=\hbar^2E_g$, and taking positive roots, $2P\sqrt{m_r}=\hbar\sqrt{E_g}$. Eliminating $P$,

$$Z=\frac{\pi E_g^2}{4F}\cdot\frac{2\sqrt{m_r}}{\hbar\sqrt{E_g}}=\frac{\pi\sqrt{m_r}\,E_g^{3/2}}{2\hbar F}.$$

The root relation is `key` in the code, where $E_g^{3/2}$ is written as `M.Eg * √M.Eg`.

```lean
/-- If `P² / Eg = ħ² / (2 · 2 mᵣ)` for a reduced mass `mᵣ`, the uniform-field Zener exponent is
`π √mᵣ Eg √Eg / (2 ħ F)`. -/
theorem zenerExponent_reduced_mass (F x₀ hbar mr : ℝ) (hF : 0 < F) (hh : 0 < hbar)
    (hm : 0 < mr) (hPm : M.P ^ 2 / M.Eg = hbar ^ 2 / (2 * (2 * mr))) :
    zenerExponent M (fun x => F * (x - x₀)) x₀ (x₀ + M.Eg / F)
      = π * √mr * (M.Eg * √M.Eg) / (2 * hbar * F) := by
  have hE := M.Eg_pos
  have hP := M.P_pos
  have hs : √mr * √mr = mr := Real.mul_self_sqrt hm.le
  have ht : √M.Eg * √M.Eg = M.Eg := Real.mul_self_sqrt hE.le
  have hm4 : 0 < 2 * (2 * mr) := by linarith
  rw [div_eq_div_iff hE.ne' hm4.ne'] at hPm
  -- the mass relation in square-root form: `2 P √mᵣ = ħ √Eg`
  have hl : 0 ≤ 2 * M.P * √mr := mul_nonneg (by linarith) (Real.sqrt_nonneg _)
  have hr : 0 ≤ hbar * √M.Eg := mul_nonneg hh.le (Real.sqrt_nonneg _)
  have key : 2 * M.P * √mr = hbar * √M.Eg := by
    apply (sq_eq_sq₀ hl hr).mp
    linear_combination 4 * M.P ^ 2 * hs + hPm - hbar ^ 2 * ht
  have d1 : 0 < 4 * M.P * F := mul_pos (by linarith) hF
  have d2 : 0 < 2 * hbar * F := mul_pos (by linarith) hF
  rw [zenerExponent_uniform M F x₀ hF, div_eq_div_iff d1.ne' d2.ne']
  linear_combination (-2 * π * F * M.Eg * √M.Eg) * key - 2 * π * F * M.Eg * hbar * ht
```

## A gap of one electronvolt in numbers

Take $E_g=1$ eV, $P=0.5$ eV nm and $F=0.1$ eV/nm, chosen for easy arithmetic. The largest decay constant is $1/(2\cdot0.5)=1$ nm$^{-1}$, and the integral over the gap is $\pi/4\approx0.785$ eV/nm. The tunnelling path is $E_g/F=10$ nm long, and

$$Z=\frac{\pi}{4\cdot0.5\cdot0.1}=5\pi\approx15.7,\qquad e^{-Z}\approx1.5\times10^{-7}.$$

Using the midgap decay constant along the whole path would give $2\cdot1\cdot10=20$; the semicircle reduces this by the factor $\pi/4$.

## Maximum, area and exponent together

The final theorem joins the maximum with its equality case, the integral over the gap and the uniform-force exponent, for every `M : KaneModel`.

```lean
/-- In the gap the decay constant is at most `Eg / (2 P)`, reached only at midgap; its integral
over the gap is `π Eg² / (8 P)`, and the Zener exponent in a uniform force `F > 0` is
`π Eg² / (4 P F)`. -/
theorem kane_zener_main :
    (∀ E ∈ Icc 0 M.Eg, kappa M E ≤ M.Eg / (2 * M.P) ∧
        (kappa M E = M.Eg / (2 * M.P) ↔ E = M.Eg / 2)) ∧
      (∫ E in (0 : ℝ)..M.Eg, kappa M E) = π * M.Eg ^ 2 / (8 * M.P) ∧
      ∀ F x₀ : ℝ, 0 < F →
        zenerExponent M (fun x => F * (x - x₀)) x₀ (x₀ + M.Eg / F)
          = π * M.Eg ^ 2 / (4 * M.P * F) :=
  ⟨fun _ hE => kappa_le_max M hE, integral_kappa M,
    fun F x₀ hF => zenerExponent_uniform M F x₀ hF⟩

end

end KaneZener
```

```lean
#print axioms KaneZener.secular_iff
-- 'KaneZener.secular_iff' depends on axioms: [propext, Classical.choice, Quot.sound]
#print axioms KaneZener.zenerExponent_reduced_mass
-- 'KaneZener.zenerExponent_reduced_mass' depends on axioms: [propext, Classical.choice, Quot.sound]
#print axioms KaneZener.kane_zener_main
-- 'KaneZener.kane_zener_main' depends on axioms: [propext, Classical.choice, Quot.sound]
```
